# The lattice Kerker factor w/(w+s) on the ring ℤ/N

Q: In my SCF loop I Fourier-transform the density residual, multiply the component at wave vector q by q²/(q² + q₀²), with q₀ a screening wave number, transform back, and add a fraction α to the input. Where is that step in a statement about finite matrices?

A: Take N ≥ 1 sites x on a ring, `ZMod N`, with unit spacing and complex functions f on it. The discrete −d²/dx² is

(Lf)(x) = 2f(x) − f(x+1) − f(x−1).

With a real s in place of q₀², the preconditioner is K = L(L+s)⁻¹. For an integer j,

e_j(x) = exp(2πi jx/N),  w = 4 sin²(πj/N).

Here w replaces q², which it approaches at q = 2πj/N when |j|/N is small. The model is one-dimensional, finite and linear.

```lean
import Mathlib

open Matrix
open scoped Real

namespace LatticeKerker

noncomputable section

variable (N : ℕ) [NeZero N]

/-- The periodic three-point operator `L` on the ring `ℤ/N`, as a matrix: `2` on the site
itself and `-1` for each of the two neighbours. -/
def lap : Matrix (ZMod N) (ZMod N) ℂ :=
  Matrix.of fun x y =>
    (if y = x then 2 else 0) - (if y = x + 1 then 1 else 0) - (if y = x - 1 then 1 else 0)

/-- The screened operator `L + s`. -/
def screened (s : ℝ) : Matrix (ZMod N) (ZMod N) ℂ :=
  lap N + (s : ℂ) • (1 : Matrix (ZMod N) (ZMod N) ℂ)

/-- The lattice Kerker preconditioner `K = L (L + s)⁻¹`. -/
def kerker (s : ℝ) : Matrix (ZMod N) (ZMod N) ℂ :=
  lap N * (screened N s)⁻¹

/-- The plane wave `exp (2 π i j x / N)` on the ring. -/
def planeWave (j : ℤ) (x : ZMod N) : ℂ :=
  Complex.exp (2 * π * Complex.I * j * (x.val : ℂ) / N)

/-- The lattice dispersion `w = 4 sin² (π j / N)`. -/
def lapEigenvalue (j : ℤ) : ℝ :=
  4 * Real.sin (π * j / N) ^ 2

/-- The lattice Kerker factor `w / (w + s)`. -/
def kerkerFactor (s : ℝ) (j : ℤ) : ℝ :=
  lapEigenvalue N j / (lapEigenvalue N j + s)
```

A: `planeWave` uses `x.val`, the representative in 0,…,N−1, and is unnormalised: its squared norm is N, and e_j/√N has the same eigenvalues. The last definition is one mixing step for a density error ρ with potential v and output error −tv, where t plays the part of the squared Thomas-Fermi screening wave number, just as s plays that of q₀².

```lean
/-- One Kerker mixing step `ρ + α K (ρ_out - ρ)` for an input density error `ρ`, with the
Thomas-Fermi output error `ρ_out = -t v` for a potential `v`. -/
def tfMixStep (α s t : ℝ) (ρ v : ZMod N → ℂ) : ZMod N → ℂ :=
  ρ + (α : ℂ) • (kerker N s *ᵥ (-((t : ℂ) • v) - ρ))
```

Q: Does the matrix survive small N, where neighbours coincide, and the jump of `x.val` at the boundary?

A: The entries add: L = 0 for N = 1, and the off-diagonal entry is −2 for N = 2. `lap_mulVec` recovers the three-point formula for every N.

```lean
/-- The operator acts as `(L f)(x) = 2 f(x) - f(x+1) - f(x-1)`. -/
theorem lap_mulVec (f : ZMod N → ℂ) (x : ZMod N) :
    (lap N *ᵥ f) x = 2 * f x - f (x + 1) - f (x - 1) := by
  simp [lap, Matrix.mulVec, dotProduct, sub_mul, Finset.sum_sub_distrib, ite_mul]
```

A: For an integer shift m, the representative of x+m is x + m − Nk with k an integer (`hc`), and exp(−2πi jk) = 1, so

e_j(x+m) = exp(2πi jm/N) e_j(x).

```lean
/-- Translating a plane wave by `m` sites multiplies it by the phase `exp (2 π i j m / N)`. -/
theorem planeWave_add (j m : ℤ) (x : ZMod N) :
    planeWave N j (x + (m : ZMod N))
      = Complex.exp (2 * π * Complex.I * j * m / N) * planeWave N j x := by
  -- the representative of `x + m` differs from `x.val + m` by a multiple of `N`
  have h : ((((x + (m : ZMod N)).val : ℕ) : ℤ) : ZMod N)
      = ((((x.val : ℕ) : ℤ) + m : ℤ) : ZMod N) := by
    simp only [Int.cast_add, Int.cast_natCast, ZMod.natCast_zmod_val]
  obtain ⟨k, hk⟩ := (ZMod.intCast_eq_intCast_iff_dvd_sub _ _ _).1 h
  have hc : (((x + (m : ZMod N)).val : ℕ) : ℂ) = ((x.val : ℕ) : ℂ) + m - N * k := by
    have h1 := congrArg (Int.cast : ℤ → ℂ) hk
    simp only [Int.cast_sub, Int.cast_add, Int.cast_mul, Int.cast_natCast] at h1
    linear_combination -h1
  have hN : (N : ℂ) * (N : ℂ)⁻¹ = 1 := mul_inv_cancel₀ (Nat.cast_ne_zero.2 (NeZero.ne N))
  unfold planeWave
  rw [← Complex.exp_add, Complex.exp_eq_exp_iff_exists_int]
  refine ⟨-(j * k), ?_⟩
  simp only [Int.cast_neg, Int.cast_mul]
  linear_combination (2 * π * Complex.I * j / N : ℂ) * hc
    + (-(2 * π * Complex.I * j * k) : ℂ) * hN
```

A: With θ = πj/N and m = ±1 (`hp`, `hm`),

L e_j = (2 − exp(2iθ) − exp(−2iθ)) e_j = (2 − 2cos 2θ) e_j = 4 sin²θ e_j.

The closing `linear_combination` joins the trigonometric identities `h1`, `h2`, `h3`.

```lean
/-- `L` multiplies the plane wave by `w = 4 sin² (π j / N)`. -/
theorem lap_planeWave (j : ℤ) :
    lap N *ᵥ planeWave N j = (lapEigenvalue N j : ℂ) • planeWave N j := by
  funext x
  have hp : planeWave N j (x + 1)
      = Complex.exp (2 * (π * j / N) * Complex.I) * planeWave N j x := by
    have h := planeWave_add N j 1 x
    have e1 : x + ((1 : ℤ) : ZMod N) = x + 1 := by rw [Int.cast_one]
    rw [e1] at h
    rw [h]
    congr 2
    push_cast
    ring
  have hm : planeWave N j (x - 1)
      = Complex.exp (-(2 * (π * j / N)) * Complex.I) * planeWave N j x := by
    have h := planeWave_add N j (-1) x
    have e1 : x + ((-1 : ℤ) : ZMod N) = x - 1 := by
      rw [Int.cast_neg, Int.cast_one, sub_eq_add_neg]
    rw [e1] at h
    rw [h]
    congr 2
    push_cast
    ring
  -- the two phases add to `2 cos`, and `2 - 2 cos 2z = 4 sin² z`
  have h1 := Complex.two_cos (2 * (π * j / N : ℂ))
  have h2 := Complex.cos_two_mul (π * j / N : ℂ)
  have h3 := Complex.sin_sq_add_cos_sq (π * j / N : ℂ)
  rw [lap_mulVec, hp, hm]
  simp only [Pi.smul_apply, smul_eq_mul, lapEigenvalue]
  push_cast
  linear_combination planeWave N j x * h1 - 2 * planeWave N j x * h2
    - 4 * planeWave N j x * h3
```

Q: You write (L+s)⁻¹ freely. Is it a true inverse?

A: For s > 0 it is. A vanishing determinant gives f ≠ 0 with (L+s)f = 0, that is (2+s)f(x) = f(x+1) + f(x−1), so

(2+s)|f(x)| ≤ |f(x+1)| + |f(x−1)|.

This is `hx`. Sum over x and put S = Σ|f(x)|. Shifts only relabel sites (`e1`, `e2`), so (2+s)S ≤ 2S, hence sS ≤ 0, S = 0 and f = 0, a contradiction.

```lean
/-- For `s > 0` the screened operator `L + s` has invertible determinant. -/
theorem screened_isUnit_det {s : ℝ} (hs : 0 < s) : IsUnit (screened N s).det := by
  rw [isUnit_iff_ne_zero]
  intro hdet
  obtain ⟨f, hf, h0⟩ := Matrix.exists_mulVec_eq_zero_iff.2 hdet
  have hpos : (0 : ℝ) ≤ 2 + s := by linarith
  -- a null vector obeys `(2 + s) f(x) = f(x+1) + f(x-1)`
  have hx : ∀ x, (2 + s) * ‖f x‖ ≤ ‖f (x + 1)‖ + ‖f (x - 1)‖ := by
    intro x
    have h := congrFun h0 x
    rw [screened, Matrix.add_mulVec, Matrix.smul_mulVec, Matrix.one_mulVec, Pi.add_apply,
      lap_mulVec] at h
    simp only [Pi.smul_apply, smul_eq_mul, Pi.zero_apply] at h
    have h2 : ((2 + s : ℝ) : ℂ) * f x = f (x + 1) + f (x - 1) := by
      push_cast
      linear_combination h
    calc (2 + s) * ‖f x‖ = ‖((2 + s : ℝ) : ℂ) * f x‖ := by
          rw [norm_mul, Complex.norm_real, Real.norm_of_nonneg hpos]
      _ = ‖f (x + 1) + f (x - 1)‖ := by rw [h2]
      _ ≤ ‖f (x + 1)‖ + ‖f (x - 1)‖ := norm_add_le _ _
  -- sum over the ring, where translations only relabel the sites
  have e1 : ∑ x, ‖f (x + 1)‖ = ∑ x, ‖f x‖ :=
    Equiv.sum_comp (Equiv.addRight (1 : ZMod N)) (fun x => ‖f x‖)
  have e2 : ∑ x, ‖f (x - 1)‖ = ∑ x, ‖f x‖ :=
    Equiv.sum_comp (Equiv.subRight (1 : ZMod N)) (fun x => ‖f x‖)
  have hsum : ∑ x, (2 + s) * ‖f x‖ ≤ ∑ x, (‖f (x + 1)‖ + ‖f (x - 1)‖) :=
    Finset.sum_le_sum fun x _ => hx x
  rw [← Finset.mul_sum, Finset.sum_add_distrib, e1, e2] at hsum
  have hnn : 0 ≤ ∑ x, ‖f x‖ := Finset.sum_nonneg fun x _ => norm_nonneg (f x)
  have hle : ∑ x, ‖f x‖ ≤ 0 := by nlinarith
  have hS : ∑ x, ‖f x‖ = 0 := le_antisymm hle hnn
  apply hf
  funext x
  have hz := (Finset.sum_eq_zero_iff_of_nonneg (fun x _ => norm_nonneg (f x))).1 hS x
    (Finset.mem_univ x)
  exact norm_eq_zero.1 hz
```

Q: And without `hs`?

A: Take N = 2, s = 0. Then L has rows (2, −2) and (−2, 2) and annihilates (1, 1). Mathlib's inverse of a singular matrix is zero, so K = 0, whereas the factor for j = 1 would be 4/4 = 1. For s > 0, apply (L+s)⁻¹ to (L+s)e_j = (w+s)e_j and divide by w+s > 0:

(L+s)⁻¹ e_j = e_j/(w+s).

```lean
/-- For `s > 0` the inverse `(L + s)⁻¹` multiplies the plane wave by `1 / (w + s)`. -/
theorem screened_inv_planeWave {s : ℝ} (hs : 0 < s) (j : ℤ) :
    (screened N s)⁻¹ *ᵥ planeWave N j
      = ((lapEigenvalue N j : ℂ) + s)⁻¹ • planeWave N j := by
  have hS : screened N s *ᵥ planeWave N j
      = ((lapEigenvalue N j : ℂ) + s) • planeWave N j := by
    rw [screened, Matrix.add_mulVec, Matrix.smul_mulVec, Matrix.one_mulVec, lap_planeWave,
      add_smul]
  have hpos : (0 : ℝ) < lapEigenvalue N j + s := by
    unfold lapEigenvalue
    positivity
  have hne : (lapEigenvalue N j : ℂ) + s ≠ 0 := by exact_mod_cast hpos.ne'
  have h1 : (screened N s)⁻¹ *ᵥ (screened N s *ᵥ planeWave N j) = planeWave N j := by
    rw [Matrix.mulVec_mulVec, Matrix.nonsing_inv_mul _ (screened_isUnit_det N hs),
      Matrix.one_mulVec]
  rw [hS, Matrix.mulVec_smul] at h1
  calc (screened N s)⁻¹ *ᵥ planeWave N j
      = ((lapEigenvalue N j : ℂ) + s)⁻¹ •
          (((lapEigenvalue N j : ℂ) + s) • ((screened N s)⁻¹ *ᵥ planeWave N j)) := by
        rw [smul_smul, inv_mul_cancel₀ hne, one_smul]
    _ = ((lapEigenvalue N j : ℂ) + s)⁻¹ • planeWave N j := by rw [h1]
```

A: Applying L gives

K e_j = w/(w+s) e_j.

`kerker_planeWave` says: for s > 0 and any integer j, L+s has nonzero determinant, e_j ≠ 0 because exp never vanishes, L e_j = w e_j, and K e_j is `kerkerFactor N s j` times e_j.

```lean
/-- For `s > 0`, `L + s` is invertible, and the plane wave is a nonzero eigenvector of `L`
with eigenvalue `w` and of `L (L + s)⁻¹` with eigenvalue `w / (w + s)`. -/
theorem kerker_planeWave {s : ℝ} (hs : 0 < s) (j : ℤ) :
    IsUnit (screened N s).det ∧ planeWave N j ≠ 0 ∧
      lap N *ᵥ planeWave N j = (lapEigenvalue N j : ℂ) • planeWave N j ∧
      kerker N s *ᵥ planeWave N j = (kerkerFactor N s j : ℂ) • planeWave N j := by
  refine ⟨screened_isUnit_det N hs, ?_, lap_planeWave N j, ?_⟩
  · intro h
    have h0 := congrFun h 0
    unfold planeWave at h0
    exact Complex.exp_ne_zero _ h0
  · rw [kerker, ← Matrix.mulVec_mulVec, screened_inv_planeWave N hs, Matrix.mulVec_smul,
      lap_planeWave, smul_smul]
    congr 1
    unfold kerkerFactor
    push_cast
    ring
```

Q: My code multiplies all Fourier components at once.

A: The theorem treats one mode at a time. That the modes j = 0,…,N−1 span the space, which identifies K with a transform-multiply-transform routine like yours but with the lattice factor w/(w+s) in place of q²/(q² + q₀²), is not among the statements.

Q: My factor tends to 1 at large q and is zero at q = 0.

A: On the lattice 0 ≤ w ≤ 4. The bound w/(w+s) ≤ 4/(4+s) cross-multiplies to ws ≤ 4s, so the factor stays below 1. It vanishes exactly when sin(πj/N) = 0, that is when N divides j and e_j is constant.

```lean
/-- For `s > 0` the Kerker factor lies between `0` and `4 / (4 + s)`, and it vanishes exactly
when `N` divides `j`. -/
theorem kerkerFactor_bounds {s : ℝ} (hs : 0 < s) (j : ℤ) :
    0 ≤ kerkerFactor N s j ∧ kerkerFactor N s j ≤ 4 / (4 + s) ∧
      (kerkerFactor N s j = 0 ↔ (N : ℤ) ∣ j) := by
  have hw0 : 0 ≤ lapEigenvalue N j := by
    unfold lapEigenvalue
    positivity
  have hw4 : lapEigenvalue N j ≤ 4 := by
    unfold lapEigenvalue
    linarith [Real.sin_sq_le_one (π * j / N)]
  have hpos : 0 < lapEigenvalue N j + s := by linarith
  have h4 : (0 : ℝ) < 4 + s := by linarith
  have hN : (N : ℝ) ≠ 0 := Nat.cast_ne_zero.2 (NeZero.ne N)
  unfold kerkerFactor
  refine ⟨div_nonneg hw0 hpos.le, ?_, ?_, ?_⟩
  · rw [div_le_div_iff₀ hpos h4]
    nlinarith [mul_le_mul_of_nonneg_right hw4 hs.le]
  · intro h
    have hw : lapEigenvalue N j = 0 := (div_eq_zero_iff.1 h).resolve_right hpos.ne'
    have hsin : Real.sin (π * j / N) = 0 := by
      unfold lapEigenvalue at hw
      have h2 : Real.sin (π * j / N) ^ 2 = 0 := by linarith
      exact (pow_eq_zero_iff two_ne_zero).1 h2
    obtain ⟨n, hn⟩ := Real.sin_eq_zero_iff.1 hsin
    refine ⟨n, ?_⟩
    have hj : (j : ℝ) = N * n := by
      rw [eq_div_iff hN] at hn
      apply mul_left_cancel₀ Real.pi_ne_zero
      linear_combination -hn
    exact_mod_cast hj
  · rintro ⟨n, hn⟩
    have harg : π * (j : ℝ) / (N : ℝ) = (n : ℝ) * π := by
      rw [div_eq_iff hN, hn]
      push_cast
      ring
    have hw : lapEigenvalue N j = 0 := by
      unfold lapEigenvalue
      rw [harg, Real.sin_int_mul_pi]
      ring
    rw [hw, zero_div]
```

Q: Where is the physics of screening?

A: First write R = (L+s)⁻¹ and L = (L+s) − s (`hL`). Then

K = L R = 1 − sR = R L.

```lean
/-- For `s > 0` the Kerker preconditioner equals `1 - s (L + s)⁻¹` and also `(L + s)⁻¹ L`. -/
theorem kerker_eq {s : ℝ} (hs : 0 < s) :
    kerker N s = 1 - (s : ℂ) • (screened N s)⁻¹ ∧ kerker N s = (screened N s)⁻¹ * lap N := by
  have hd := screened_isUnit_det N hs
  have hL : lap N = screened N s - (s : ℂ) • (1 : Matrix (ZMod N) (ZMod N) ℂ) := by
    rw [screened, add_sub_cancel_right]
  have h1 : kerker N s = 1 - (s : ℂ) • (screened N s)⁻¹ := by
    rw [kerker, hL, Matrix.sub_mul, Matrix.mul_nonsing_inv _ hd, Matrix.smul_mul,
      Matrix.one_mul]
  refine ⟨h1, ?_⟩
  rw [h1, hL, Matrix.mul_sub, Matrix.nonsing_inv_mul _ hd, Matrix.mul_smul, Matrix.mul_one]
```

A: Now assume the lattice Poisson equation Lv = ρ (`hv`, with 4π absorbed in the units). Then Kv = RLv = Rρ (`hKv`) and Kρ = ρ − sRρ (`hKρ`), so

ρ + αK(−tv − ρ) = ρ − αtRρ − αρ + αsRρ = (1−α)ρ − α(t−s)Rρ.

The response −tv is assumed, not derived: local, linear, Hartree only. α and t are arbitrary reals.

```lean
/-- If `s > 0` and the potential solves the lattice Poisson equation `L v = ρ`, one mixing
step gives `(1 - α) ρ - α (t - s) (L + s)⁻¹ ρ`. -/
theorem tfMixStep_eq {s : ℝ} (hs : 0 < s) (α t : ℝ) {ρ v : ZMod N → ℂ}
    (hv : lap N *ᵥ v = ρ) :
    tfMixStep N α s t ρ v
      = (1 - (α : ℂ)) • ρ - ((α : ℂ) * ((t : ℂ) - s)) • ((screened N s)⁻¹ *ᵥ ρ) := by
  -- `K v = (L + s)⁻¹ L v` and `K ρ = ρ - s (L + s)⁻¹ ρ`
  have hKv : kerker N s *ᵥ v = (screened N s)⁻¹ *ᵥ ρ := by
    rw [(kerker_eq N hs).2, ← Matrix.mulVec_mulVec, hv]
  have hKρ : kerker N s *ᵥ ρ = ρ - (s : ℂ) • ((screened N s)⁻¹ *ᵥ ρ) := by
    rw [(kerker_eq N hs).1, Matrix.sub_mulVec, Matrix.one_mulVec, Matrix.smul_mulVec]
  unfold tfMixStep
  rw [Matrix.mulVec_sub, Matrix.mulVec_neg, Matrix.mulVec_smul, hKv, hKρ]
  module
```

A: For t = s the second term drops and ρ is multiplied by 1 − α, whatever its wavelength.

```lean
/-- If the Kerker parameter `s > 0` equals the Thomas-Fermi screening and `L v = ρ`, one
mixing step multiplies `ρ` by `1 - α`. -/
theorem tfMixStep_matched {s : ℝ} (hs : 0 < s) (α : ℝ) {ρ v : ZMod N → ℂ}
    (hv : lap N *ᵥ v = ρ) :
    tfMixStep N α s s ρ v = (1 - (α : ℂ)) • ρ := by
  rw [tfMixStep_eq N hs α s hv, sub_self, mul_zero, zero_smul, sub_zero]
```

A: For ρ = e_j the multiplier is

1 − α − α(t−s)/(w+s) = 1 − α(w+t)/(w+s).

```lean
/-- If `s > 0` and `L v` is the plane wave, one mixing step multiplies the plane wave by
`1 - α (w + t) / (w + s)`. -/
theorem tfMixStep_planeWave {s : ℝ} (hs : 0 < s) (α t : ℝ) (j : ℤ) {v : ZMod N → ℂ}
    (hv : lap N *ᵥ v = planeWave N j) :
    tfMixStep N α s t (planeWave N j) v
      = (1 - (α : ℂ) * (((lapEigenvalue N j : ℂ) + t) / ((lapEigenvalue N j : ℂ) + s)))
          • planeWave N j := by
  have hpos : (0 : ℝ) < lapEigenvalue N j + s := by
    unfold lapEigenvalue
    positivity
  have hne : (lapEigenvalue N j : ℂ) + s ≠ 0 := by exact_mod_cast hpos.ne'
  have hinv := mul_inv_cancel₀ hne
  rw [tfMixStep_eq N hs α t hv, screened_inv_planeWave N hs, smul_smul, ← sub_smul]
  congr 1
  linear_combination (α : ℂ) * hinv
```

Q: Can `hv` be met at all?

A: When N does not divide j, w ≠ 0 (read off `kerkerFactor_bounds` at s = 1) and v = e_j/w gives Lv = e_j. Summing Lv over the ring gives zero, so only neutral ρ qualify, and for constant e_j, including every j at N = 1, no v exists.

```lean
/-- If `N` does not divide `j`, the potential `v = e / w` solves `L v = e` for the plane
wave `e`. -/
theorem poisson_witness {j : ℤ} (hj : ¬ (N : ℤ) ∣ j) :
    lap N *ᵥ ((lapEigenvalue N j : ℂ)⁻¹ • planeWave N j) = planeWave N j := by
  have hw : lapEigenvalue N j ≠ 0 := by
    intro h
    apply hj
    apply (kerkerFactor_bounds N one_pos j).2.2.1
    rw [kerkerFactor, h, zero_div]
  rw [Matrix.mulVec_smul, lap_planeWave, smul_smul,
    inv_mul_cancel₀ (Complex.ofReal_ne_zero.2 hw), one_smul]

end

end LatticeKerker
```
```lean
#print axioms LatticeKerker.kerker_planeWave
-- 'LatticeKerker.kerker_planeWave' depends on axioms: [propext, Classical.choice, Quot.sound]
#print axioms LatticeKerker.kerkerFactor_bounds
-- 'LatticeKerker.kerkerFactor_bounds' depends on axioms: [propext, Classical.choice, Quot.sound]
#print axioms LatticeKerker.tfMixStep_matched
-- 'LatticeKerker.tfMixStep_matched' depends on axioms: [propext, Classical.choice, Quot.sound]
#print axioms LatticeKerker.tfMixStep_planeWave
-- 'LatticeKerker.tfMixStep_planeWave' depends on axioms: [propext, Classical.choice, Quot.sound]
```

Q: Does this prove that my SCF loop converges?

A: No: it describes a single step of the linear Thomas-Fermi model on a finite ring. The same algebra with K replaced by 1 and v = e_j/w gives the multiplier 1 − α(1 + t/w), which for α, t > 0 falls below −1 once w is small enough, the model's version of charge sloshing. That comparison, the N = 2 example and the neutrality remark are pencil arguments that Lean has not seen.
